# Two-point linear time-step extrapolation has a least scaled variance of 9

Extrapolating a diffusion Monte Carlo energy linearly to zero time step from two independent runs gives at least nine times the variance of a single run at the larger time step with the same total number of steps. This supposes that a run's variance is inversely proportional to its simulated time, with the same constant at both time steps. If $r$ is the ratio of the smaller time step to the larger and $u$ the fraction of the steps spent at the smaller one, I find

$$V(r,u)=\frac{1}{(1-r)^2}\left(\frac{1}{ru}+\frac{r^2}{1-u}\right)\ge 9,\qquad 0<r<1,\quad 0<u<1,$$

with equality only at $r=1/4$, $u=8/9$. Can this be made rigorous and machine-checked, including the step from the runs to $V$?

## The minimum is 9, at a quarter of the time step and 8/9 of the effort

Yes. The Lean file below proves the bound with its equality case, both for $V$ and for the variance of the extrapolated energy.

### From two runs to a sum of squares

Let $x$ and $y$ be the energies at time steps $r\tau$ and $\tau$. The line through them has the intercept $(x-ry)/(1-r)$ at zero time step. If the energies are $E_0+cr\tau$ and $E_0+c\tau$, the terms in $c$ cancel and the intercept is $E_0$.

For independent estimates $X$ and $Y$, the variance of the intercept is $(\mathrm{Var}X+r^2\,\mathrm{Var}Y)/(1-r)^2$. Let a run of $n$ steps of size $t$ have variance $\kappa/(nt)$, and divide $N$ steps into $uN$ and $(1-u)N$. Then

$$\mathrm{Var}X=\frac{\kappa}{uN\,r\tau},\qquad \mathrm{Var}Y=\frac{\kappa}{(1-u)N\tau},$$

and the intercept has variance $V(r,u)\,\kappa/(N\tau)$.

Now put $r=s^2$ with $0<s<1$. Completing the square in $u$ gives

$$\frac{1}{s^2u}+\frac{s^4}{1-u}=\frac{(1+s^3)^2}{s^2}+\frac{\bigl(1-(1+s^3)u\bigr)^2}{s^2u(1-u)},$$

which one checks by multiplying by $s^2u(1-u)$: both sides become $1-u+s^6u$. Divide by $(1-s^2)^2$ and use $1+s^3=(1+s)(1-s+s^2)$:

$$V=\left(\frac{1-s+s^2}{s(1-s)}\right)^2+\frac{\bigl(1-(1+s^3)u\bigr)^2}{s^2u(1-u)(1-s^2)^2}.$$

The last term is nonnegative and vanishes only at $u=1/(1+s^3)$, the best division of effort at fixed $r$. Since $1-s+s^2=3s(1-s)+(1-2s)^2$, the first bracket is $3+q$ with

$$q=\frac{(1-2s)^2}{s(1-s)}\ge 0.$$

Hence $V\ge 9$. Equality requires $s=1/2$, so $r=1/4$ and $u=1/(1+1/8)=8/9$.

### What the Lean statements say about the runs

`scaledVariance r u` is $V(r,u)$, and `nine_le_scaledVariance` is the inequality with its equality case. In `nine_runVariance_le`, the estimates are random variables `X` and `Y` on a probability space, square-integrable (`MemLp X 2 μ`, `MemLp Y 2 μ`) and independent (`IndepFun X Y μ`). The theorem takes $0<r<1$ and $0<u<1$, as above, and positive `κ`, `τ` and `N`.

The hypotheses `hVX` and `hVY` assign them the variances given by `runVariance`; this scaling is assumed, not derived from the Monte Carlo dynamics. The constant `κ` is proportional to the variance of the sampled energy multiplied by its correlation time. The scaling, with one `κ` for both time steps, is a reasonable approximation when runs are long compared with that correlation time and time steps are short enough to leave `κ` nearly unchanged.

Step counts are real numbers, every step costs the same, and equilibration is ignored. The comparison concerns variance alone: the single run at $\tau$ keeps its time-step bias. Exact removal of a linear bias is the separate theorem `extrapolate_linear`; higher-order bias is not treated.

Within this two-run model with linear extrapolation, the result indicates how to divide a diffusion Monte Carlo budget once the larger time step is fixed.

```lean
import Mathlib

open MeasureTheory ProbabilityTheory

namespace TimeStepExtrapolation

noncomputable section

/-- Linear extrapolation to zero time step from the estimate `x` at step `r τ` and the
estimate `y` at step `τ`, for `r ≠ 1`. -/
def extrapolate (r x y : ℝ) : ℝ := (x - r * y) / (1 - r)

/-- Variance of the mean over `n` steps of size `t`, inversely proportional to the simulated
time `n t`, for `n` and `t` nonzero. -/
def runVariance (κ t n : ℝ) : ℝ := κ / (n * t)

/-- Scaled variance of the two-point extrapolation with time-step ratio `r` and fraction `u`
of the steps spent at the smaller time step, for `0 < r < 1` and `0 < u < 1`. -/
def scaledVariance (r u : ℝ) : ℝ := (1 / (r * u) + r ^ 2 / (1 - u)) / (1 - r) ^ 2

/-- The part of the scaled variance at ratio `r = s ^ 2` that depends on the effort fraction
`u`, for `0 < s < 1` and `0 < u < 1`. -/
def effortExcess (s u : ℝ) : ℝ :=
  (1 - (1 + s ^ 3) * u) ^ 2 / (s ^ 2 * u * (1 - u) * (1 - s ^ 2) ^ 2)

/-- If the energy is linear in the time step, the extrapolation returns its value at zero
time step. -/
theorem extrapolate_linear (E₀ c τ r : ℝ) (hr : r ≠ 1) :
    extrapolate r (E₀ + c * (r * τ)) (E₀ + c * τ) = E₀ := by
  rw [extrapolate, div_eq_iff (sub_ne_zero.2 hr.symm)]
  ring

/-- The variance of the extrapolated energy in terms of the variances of two independent
estimates. -/
theorem variance_extrapolate {Ω : Type*} [MeasurableSpace Ω] {μ : Measure Ω}
    [IsProbabilityMeasure μ] {X Y : Ω → ℝ} (hX : MemLp X 2 μ) (hY : MemLp Y 2 μ)
    (hXY : IndepFun X Y μ) {r : ℝ} (hr : r ≠ 1) :
    (1 - r) ^ 2 * variance (fun ω => extrapolate r (X ω) (Y ω)) μ
      = variance X μ + r ^ 2 * variance Y μ := by
  have hk : (1 - r) * (1 - r)⁻¹ = 1 := mul_inv_cancel₀ (sub_ne_zero.2 hr.symm)
  -- the extrapolant is a weighted sum of the two estimates
  have e : (fun ω => extrapolate r (X ω) (Y ω))
      = (fun ω => (1 - r)⁻¹ * X ω) + (fun ω => (-r * (1 - r)⁻¹) * Y ω) := by
    funext ω
    simp only [extrapolate, Pi.add_apply]
    ring
  have hI : IndepFun (fun ω => (1 - r)⁻¹ * X ω) (fun ω => (-r * (1 - r)⁻¹) * Y ω) μ :=
    hXY.comp (measurable_const_mul _) (measurable_const_mul _)
  rw [e, hI.variance_add (hX.const_mul _) (hY.const_mul _), variance_const_mul,
    variance_const_mul]
  linear_combination
    (variance X μ + r ^ 2 * variance Y μ) * ((1 - r) * (1 - r)⁻¹ + 1) * hk

/-- At ratio `s ^ 2` the scaled variance is a square depending on `s` alone plus the effort
excess. -/
theorem scaledVariance_sq {s u : ℝ} (hs : 0 < s) (hs1 : s < 1) (hu : 0 < u) (hu1 : u < 1) :
    scaledVariance (s ^ 2) u
      = ((1 - s + s ^ 2) / (s * (1 - s))) ^ 2 + effortExcess s u := by
  have h1 : 1 - s ≠ 0 := by linarith
  have h2 : 1 + s ≠ 0 := by linarith
  have h3 : 1 - u ≠ 0 := by linarith
  have h4 : 1 - s ^ 2 = (1 - s) * (1 + s) := by ring
  unfold scaledVariance effortExcess
  rw [h4]
  field_simp
  ring

/-- The effort excess is nonnegative and vanishes exactly at `u = 1 / (1 + s ^ 3)`. -/
theorem effortExcess_nonneg {s u : ℝ} (hs : 0 < s) (hs1 : s < 1) (hu : 0 < u) (hu1 : u < 1) :
    0 ≤ effortExcess s u ∧ (effortExcess s u = 0 ↔ u = 1 / (1 + s ^ 3)) := by
  have h1 : 0 < 1 - s ^ 2 := by nlinarith
  have hD : 0 < s ^ 2 * u * (1 - u) * (1 - s ^ 2) ^ 2 :=
    mul_pos (mul_pos (mul_pos (pow_pos hs 2) hu) (sub_pos.2 hu1)) (pow_pos h1 2)
  have h3 : 0 < 1 + s ^ 3 := by positivity
  refine ⟨div_nonneg (sq_nonneg _) hD.le, ?_⟩
  rw [effortExcess, div_eq_zero_iff, or_iff_left hD.ne', pow_eq_zero_iff two_ne_zero,
    eq_div_iff h3.ne']
  constructor <;> intro h <;> linarith

/-- A ratio between zero and one is the square of a number between zero and one. -/
theorem exists_root {r : ℝ} (hr : 0 < r) (hr1 : r < 1) : ∃ s : ℝ, 0 < s ∧ s < 1 ∧ r = s ^ 2 :=
  ⟨√r, Real.sqrt_pos.2 hr, by rw [Real.sqrt_lt' one_pos]; simpa using hr1,
    (Real.sq_sqrt hr.le).symm⟩

/-- At a fixed time-step ratio `r`, the least scaled variance over all divisions of effort,
attained exactly at `u = 1 / (1 + √r ^ 3)`. -/
theorem best_effort {r u : ℝ} (hr : 0 < r) (hr1 : r < 1) (hu : 0 < u) (hu1 : u < 1) :
    ((1 - √r + r) / (√r * (1 - √r))) ^ 2 ≤ scaledVariance r u ∧
      (scaledVariance r u = ((1 - √r + r) / (√r * (1 - √r))) ^ 2
        ↔ u = 1 / (1 + √r ^ 3)) := by
  obtain ⟨s, hs, hs1, rfl⟩ := exists_root hr hr1
  obtain ⟨h0, hiff⟩ := effortExcess_nonneg hs hs1 hu hu1
  rw [Real.sqrt_sq hs.le, scaledVariance_sq hs hs1 hu hu1, ← hiff]
  refine ⟨by linarith, ?_⟩
  constructor <;> intro h <;> linarith

/-- The scaled variance of two-point linear extrapolation is at least nine, with equality
exactly at time-step ratio `1/4` and effort fraction `8/9` at the smaller step. -/
theorem nine_le_scaledVariance {r u : ℝ} (hr : 0 < r) (hr1 : r < 1) (hu : 0 < u)
    (hu1 : u < 1) :
    9 ≤ scaledVariance r u ∧ (scaledVariance r u = 9 ↔ r = 1 / 4 ∧ u = 8 / 9) := by
  obtain ⟨s, hs, hs1, rfl⟩ := exists_root hr hr1
  obtain ⟨h0, hiff⟩ := effortExcess_nonneg hs hs1 hu hu1
  have hp : 0 < s * (1 - s) := mul_pos hs (sub_pos.2 hs1)
  -- the square root of the first part exceeds three by a nonnegative amount `q`
  obtain ⟨q, hq⟩ : ∃ q, q = (1 - 2 * s) ^ 2 / (s * (1 - s)) := ⟨_, rfl⟩
  have hq0 : 0 ≤ q := hq ▸ div_nonneg (sq_nonneg _) hp.le
  have hA : (1 - s + s ^ 2) / (s * (1 - s)) = 3 + q := by
    rw [div_eq_iff hp.ne']
    have h := (eq_div_iff hp.ne').1 hq
    linear_combination -h
  have hV := scaledVariance_sq hs hs1 hu hu1
  rw [hA] at hV
  refine ⟨by nlinarith, fun h => ?_, ?_⟩
  · -- equality forces both nonnegative contributions to vanish
    have hqz : q = 0 := by nlinarith
    have hez : effortExcess s u = 0 := by nlinarith
    have h2 : (1 - 2 * s) ^ 2 = 0 := by
      have h := (eq_div_iff hp.ne').1 hq
      rw [← h, hqz, zero_mul]
    have h3 : 1 - 2 * s = 0 := (pow_eq_zero_iff two_ne_zero).1 h2
    have hs2 : s = 1 / 2 := by linarith
    have hu2 := hiff.1 hez
    rw [hs2] at hu2
    exact ⟨by rw [hs2]; norm_num, by rw [hu2]; norm_num⟩
  · rintro ⟨h1, h2⟩
    rw [h1, h2]
    norm_num [scaledVariance]

/-- Suppose `N` steps are divided between independent runs at `r τ` and `τ`, a fraction `u` of them
at `r τ`, and both variances are given by `runVariance` with the same `κ`. Then the extrapolated
energy has at least nine times the variance of one run of `N` steps at `τ`, with equality exactly at
`r = 1/4` and `u = 8/9`. -/
theorem nine_runVariance_le {Ω : Type*} [MeasurableSpace Ω] {μ : Measure Ω}
    [IsProbabilityMeasure μ] {X Y : Ω → ℝ} (hX : MemLp X 2 μ) (hY : MemLp Y 2 μ)
    (hXY : IndepFun X Y μ) {r u κ τ N : ℝ} (hr : 0 < r) (hr1 : r < 1) (hu : 0 < u)
    (hu1 : u < 1) (hκ : 0 < κ) (hτ : 0 < τ) (hN : 0 < N)
    (hVX : variance X μ = runVariance κ (r * τ) (u * N))
    (hVY : variance Y μ = runVariance κ τ ((1 - u) * N)) :
    9 * runVariance κ τ N ≤ variance (fun ω => extrapolate r (X ω) (Y ω)) μ ∧
      (variance (fun ω => extrapolate r (X ω) (Y ω)) μ = 9 * runVariance κ τ N
        ↔ r = 1 / 4 ∧ u = 8 / 9) := by
  have hne : (1 - r) ^ 2 ≠ 0 := pow_ne_zero 2 (sub_pos.2 hr1).ne'
  have hpos : 0 < runVariance κ τ N := div_pos hκ (mul_pos hN hτ)
  have e : 1 / (r * u) + r ^ 2 / (1 - u) = scaledVariance r u * (1 - r) ^ 2 :=
    (div_eq_iff hne).1 rfl
  -- the variance factors into the scaled variance and that of a single run
  have hV : variance (fun ω => extrapolate r (X ω) (Y ω)) μ
      = scaledVariance r u * runVariance κ τ N := by
    apply mul_left_cancel₀ hne
    rw [variance_extrapolate hX hY hXY hr1.ne, hVX, hVY]
    simp only [runVariance, div_eq_mul_inv, mul_inv]
    linear_combination (κ * N⁻¹ * τ⁻¹) * e
  obtain ⟨hle, hiff⟩ := nine_le_scaledVariance hr hr1 hu hu1
  rw [hV, mul_left_inj' hpos.ne']
  exact ⟨mul_le_mul_of_nonneg_right hle hpos.le, hiff⟩

end

end TimeStepExtrapolation
```

```lean
#print axioms TimeStepExtrapolation.extrapolate_linear
#print axioms TimeStepExtrapolation.best_effort
#print axioms TimeStepExtrapolation.nine_le_scaledVariance
#print axioms TimeStepExtrapolation.nine_runVariance_le
```

```
'TimeStepExtrapolation.extrapolate_linear' depends on axioms: [propext, Classical.choice, Quot.sound]
'TimeStepExtrapolation.best_effort' depends on axioms: [propext, Classical.choice, Quot.sound]
'TimeStepExtrapolation.nine_le_scaledVariance' depends on axioms: [propext, Classical.choice, Quot.sound]
'TimeStepExtrapolation.nine_runVariance_le' depends on axioms: [propext, Classical.choice, Quot.sound]
```

### How the proof follows the algebra

`variance_extrapolate` writes the intercept as a weighted sum and adds the variances by independence. `scaledVariance_sq` is the decomposition of $V$, proved by clearing denominators with `field_simp` and comparing polynomials with `ring`. `effortExcess_nonneg` treats its last term: the denominator is positive, so the term vanishes only when the squared numerator does.

`exists_root` supplies $s=\sqrt r$, and `best_effort` states the optimum at fixed $r$. In `nine_le_scaledVariance`, `hA` is the identity with $3+q$. The `nlinarith` calls then give the bound and, in the equality case, force both $q$ and the effort excess to be zero; the converse is direct evaluation.

Finally, `nine_runVariance_le` factors the variance into `scaledVariance r u * runVariance κ τ N`. The second factor is positive, so the bound and its equality case carry over.
